# Every Hermitian matrix commutes with an antiunitary, but the three Pauli matrices share none

An antiunitary operator is conjugate-linear, whereas a matrix acts linearly. It is therefore represented here as a function T on state vectors, characterised by what it does to sums, scalar multiples and inner products. The form "matrix times complex conjugation" is then derived. All state spaces are finite-dimensional.

```lean
import Mathlib

open Matrix

namespace AntiunitarySymmetry

variable {n : Type*} [Fintype n] [DecidableEq n]
```

The finite set `n` labels an orthonormal basis, and a state is a list of amplitudes, `n → ℂ`. Below, conj is entrywise conjugation, ᵀ the transpose and † the adjoint.

```lean
/-- An antiunitary map on state vectors: additive, conjugate-homogeneous, and
exchanging the two arguments of every inner product. -/
structure IsAntiunitary (T : (n → ℂ) → (n → ℂ)) : Prop where
  map_add : ∀ x y, T (x + y) = T x + T y
  map_smul : ∀ (c : ℂ) x, T (c • x) = star c • T x
  inner_map : ∀ x y, star (T x) ⬝ᵥ T y = star y ⬝ᵥ x
```

With ⟨x|y⟩ = Σₖ conj(xₖ) yₖ, the three conditions are

T(x + y) = Tx + Ty
T(cx) = conj(c) Tx
⟨Tx|Ty⟩ = ⟨y|x⟩.

Lean writes conjugation as `star`. The product `⬝ᵥ` does not conjugate, so `star` appears explicitly on the left factor.

```lean
/-- The operator `U K`: complex conjugation of the state followed by the matrix `U`. -/
def antiOp (U : Matrix n n ℂ) (ψ : n → ℂ) : n → ℂ := U *ᵥ star ψ
```

This is UK, where K conjugates the amplitudes: ψ ↦ U conj(ψ). The symbol `*ᵥ` applies a matrix to a vector.

```lean
/-- The map `T` commutes with the observable or operator `A` on every state. -/
def CommutesWith (T : (n → ℂ) → (n → ℂ)) (A : Matrix n n ℂ) : Prop :=
  ∀ ψ, T (A *ᵥ ψ) = A *ᵥ T ψ
```

Commutation means T(Aψ) = A(Tψ) for every ψ.

```lean
omit [DecidableEq n] in
/-- Conjugating `A ψ` conjugates both the matrix and the state. -/
lemma conj_mulVec (A : Matrix n n ℂ) (ψ : n → ℂ) :
    star (A *ᵥ ψ) = A.map star *ᵥ star ψ := by
  ext i
  show star (∑ j, A i j * ψ j) = ∑ j, star (A i j) * star (ψ j)
  rw [star_sum]
  exact Finset.sum_congr rfl fun j _ => star_mul' _ _
```

Conjugating each component of Aψ gives conj(Aψ) = conj(A) conj(ψ). In Lean, `A.map star` is conj(A), not the adjoint.

```lean
/-- The antiunitary maps are exactly the operators `U K` with `U` unitary. -/
theorem isAntiunitary_iff (T : (n → ℂ) → (n → ℂ)) :
    IsAntiunitary T ↔ ∃ U ∈ unitaryGroup n ℂ, T = antiOp U := by
  constructor
  · intro h
    -- `T K` is linear, hence a matrix
    let L : (n → ℂ) →ₗ[ℂ] (n → ℂ) :=
      { toFun := fun x => T (star x)
        map_add' := fun x y => by simp only [star_add, h.map_add]
        map_smul' := fun c x => by
          simp only [star_smul, h.map_smul, star_star, RingHom.id_apply] }
    obtain ⟨U, hU⟩ : ∃ U : Matrix n n ℂ, ∀ x, U *ᵥ x = T (star x) := by
      refine ⟨LinearMap.toMatrix' L, fun x => ?_⟩
      have h1 : LinearMap.toMatrix' L *ᵥ x = L x := by
        rw [← Matrix.toLin'_apply, Matrix.toLin'_toMatrix']
      exact h1
    have hc : ∀ j k, U k j = T (star (Pi.single j 1)) k := by
      intro j k
      rw [← hU, Matrix.mulVec_single_one]
      rfl
    refine ⟨U, mem_unitaryGroup_iff'.2 ?_, ?_⟩
    · -- the columns of `U` are orthonormal
      ext i j
      have h2 : (star U * U) i j
          = star (T (star (Pi.single i 1))) ⬝ᵥ T (star (Pi.single j 1)) := by
        show ∑ k, star (U k i) * U k j = ∑ k, star (T _ k) * T _ k
        exact Finset.sum_congr rfl fun k _ => by rw [hc i k, hc j k]
      rw [h2, h.inner_map, star_star, single_one_dotProduct]
      by_cases hij : i = j
      · subst hij
        simp
      · simp [hij, Ne.symm hij]
    · funext ψ
      show T ψ = U *ᵥ star ψ
      rw [hU, star_star]
  · rintro ⟨U, hU, rfl⟩
    have h1 : Uᴴ * U = 1 := mem_unitaryGroup_iff'.1 hU
    refine ⟨fun x y => ?_, fun c x => ?_, fun x y => ?_⟩
    · simp only [antiOp, star_add, Matrix.mulVec_add]
    · simp only [antiOp, star_smul, Matrix.mulVec_smul]
    · simp only [antiOp]
      rw [Matrix.star_mulVec, star_star, ← Matrix.dotProduct_mulVec,
        Matrix.mulVec_mulVec, h1, Matrix.one_mulVec, dotProduct_comm]
```

Given T, set L(x) = T(conj(x)). The two conjugations of a scalar cancel, so L is linear and has a matrix U. Its columns are T(eⱼ), with eⱼ the basis vectors, and

⟨Teᵢ|Teⱼ⟩ = ⟨eⱼ|eᵢ⟩ = δᵢⱼ.

Hence U†U = 1, and Tψ = L(conj(ψ)) = U conj(ψ). Conversely, if U is unitary, then UK is additive and conjugate-homogeneous, and

⟨U conj(x)|U conj(y)⟩ = ⟨conj(x)|conj(y)⟩ = ⟨y|x⟩.

The Lean proof follows the same two directions; `Pi.single j 1` is eⱼ.

```lean
/-- The operator `U K` commutes with `H` exactly when `U conj(H) = H U`. -/
theorem commutesWith_antiOp_iff (U H : Matrix n n ℂ) :
    CommutesWith (antiOp U) H ↔ U * H.map star = H * U := by
  constructor
  · intro h
    ext i j
    have h1 := congrFun (h (star (Pi.single j 1))) i
    simp only [antiOp, conj_mulVec, star_star, Matrix.mulVec_single_one] at h1
    exact h1
  · intro h ψ
    simp only [antiOp, conj_mulVec, Matrix.mulVec_mulVec, h]
```

The two orders of action are

UK(Hψ) = U conj(H) conj(ψ)
H(UKψ) = H U conj(ψ).

They agree for all ψ exactly when U conj(H) = HU. Lean extracts the matrix identity by testing basis vectors. Neither unitarity of U nor Hermiticity of H is needed.

```lean
/-- Every Hermitian matrix `H` admits a symmetric unitary `U` with `U conj(H) = H U`. -/
theorem exists_symmetric_unitary {H : Matrix n n ℂ} (hH : H.IsHermitian) :
    ∃ U ∈ unitaryGroup n ℂ, Uᵀ = U ∧ U * H.map star = H * U := by
  -- eigenvectors as the columns of a unitary `V`
  obtain ⟨V, hV, d, hd⟩ : ∃ V ∈ unitaryGroup n ℂ, ∃ d : n → ℂ,
      H * V = V * diagonal d := by
    refine ⟨hH.eigenvectorUnitary, hH.eigenvectorUnitary.2,
      fun i => (hH.eigenvalues i : ℂ), ?_⟩
    ext i j
    have h := congrFun (hH.mulVec_eigenvectorBasis j) i
    rw [Matrix.mul_diagonal, mul_comm]
    rw [Pi.smul_apply, Complex.real_smul] at h
    exact h
  have hVT : Vᵀ ∈ unitaryGroup n ℂ := by
    have h : Vᵀ * (star V)ᵀ = 1 := by
      rw [← Matrix.transpose_mul, mem_unitaryGroup_iff'.1 hV, Matrix.transpose_one]
    exact mem_unitaryGroup_iff.2 h
  have hconj : H.map star = Hᵀ := by
    ext i j
    exact hH.apply j i
  have hT : Vᵀ * Hᵀ = diagonal d * Vᵀ := by
    rw [← Matrix.transpose_mul, hd, Matrix.transpose_mul, Matrix.diagonal_transpose]
  refine ⟨V * Vᵀ, mul_mem hV hVT, ?_, ?_⟩
  · rw [Matrix.transpose_mul, Matrix.transpose_transpose]
  · -- both sides equal `V D Vᵀ`
    rw [hconj, mul_assoc, hT, ← mul_assoc, ← hd, mul_assoc]
```

Let V be a unitary matrix of eigenvectors and D the diagonal matrix of eigenvalues, so HV = VD. Transposing gives VᵀHᵀ = DVᵀ, and Hermiticity gives conj(H) = Hᵀ. Choose U = VVᵀ. It is symmetric, and it is unitary because V and Vᵀ both are. Then

U conj(H) = VVᵀHᵀ = VDVᵀ = HVVᵀ = HU.

Mathlib supplies V as `eigenvectorUnitary`; `hconj` and `hT` are the two identities just used. Degenerate eigenvalues are allowed.

In one dimension H is a real number h, and every phase u satisfies u conj(h) = hu.

```lean
/-- Every Hermitian matrix commutes with some antiunitary whose square is the identity. -/
theorem exists_involutive_antiunitary {H : Matrix n n ℂ} (hH : H.IsHermitian) :
    ∃ T, IsAntiunitary T ∧ (∀ ψ, T (T ψ) = ψ) ∧ CommutesWith T H := by
  obtain ⟨U, hU, hs, hc⟩ := exists_symmetric_unitary hH
  refine ⟨antiOp U, (isAntiunitary_iff _).2 ⟨U, hU, rfl⟩, fun ψ => ?_,
    (commutesWith_antiOp_iff U H).2 hc⟩
  -- for symmetric `U` the conjugate is the adjoint
  have h1 : U.map star = star U := by
    conv_lhs => rw [← hs]
    rfl
  simp only [antiOp, conj_mulVec, star_star, Matrix.mulVec_mulVec]
  rw [h1, mem_unitaryGroup_iff.1 hU, Matrix.one_mulVec]
```

Take T = UK with the U just found. Symmetry gives conj(U) = U†, so

T²ψ = U conj(U) ψ = UU†ψ = ψ.

This T depends on H and need not be the physical time reversal of the system.

```lean
/-- A matrix that commutes with an antiunitary has real trace. -/
theorem trace_real {T : (n → ℂ) → (n → ℂ)} (hT : IsAntiunitary T)
    {A : Matrix n n ℂ} (hA : CommutesWith T A) : A.trace.im = 0 := by
  obtain ⟨U, hU, rfl⟩ := (isAntiunitary_iff T).1 hT
  have h := (commutesWith_antiOp_iff U A).1 hA
  have h1 : A.map star = star U * (A * U) := by
    rw [← h, ← mul_assoc, mem_unitaryGroup_iff'.1 hU, one_mul]
  have h2 : star A.trace = (A.map star).trace := by
    show star (∑ i, A i i) = ∑ i, star (A i i)
    exact star_sum _ _
  rw [h1, Matrix.trace_mul_comm, mul_assoc, mem_unitaryGroup_iff.1 hU, mul_one] at h2
  exact Complex.conj_eq_iff_im.1 h2
```

By the earlier theorems T = UK with U unitary, and conj(A) = U†AU. Therefore

conj(tr A) = tr(U†AU) = tr(AUU†) = tr A,

so the imaginary part, `.im`, vanishes. A need not be Hermitian.

```lean
/-- If one antiunitary commutes with `A`, `B` and `C`, then `tr(A B C)` is real. -/
theorem trace_triple_real {T : (n → ℂ) → (n → ℂ)} (hT : IsAntiunitary T)
    {A B C : Matrix n n ℂ} (hA : CommutesWith T A) (hB : CommutesWith T B)
    (hC : CommutesWith T C) : (A * B * C).trace.im = 0 := by
  refine trace_real hT fun ψ => ?_
  simp only [← Matrix.mulVec_mulVec]
  exact (hA _).trans (congrArg _ ((hB _).trans (congrArg _ (hC ψ))))
```

Move T through one factor at a time:

T(ABCψ) = A T(BCψ) = AB T(Cψ) = ABC Tψ.

The product commutes with T, so its trace is real. For three observables of a finite-dimensional quantum model, a non-real tr(ABC) thus rules out a common commuting antiunitary without a search over U.

```lean
/-- The Pauli matrix `σx`. -/
def pauliX : Matrix (Fin 2) (Fin 2) ℂ := !![0, 1; 1, 0]
```

`Fin 2` labels the two basis states, spin up and spin down along z, and semicolons separate matrix rows. σx exchanges their amplitudes.

```lean
/-- The Pauli matrix `σy`. -/
def pauliY : Matrix (Fin 2) (Fin 2) ℂ := !![0, -Complex.I; Complex.I, 0]
```

σy is the only one of the three with imaginary entries.

```lean
/-- The Pauli matrix `σz`. -/
def pauliZ : Matrix (Fin 2) (Fin 2) ℂ := !![1, 0; 0, -1]
```

σz is diagonal, with entries 1 and −1.

```lean
/-- No antiunitary commutes with all three Pauli matrices. -/
theorem no_antiunitary_commutes_pauli :
    ¬ ∃ T, IsAntiunitary T ∧ CommutesWith T pauliX ∧ CommutesWith T pauliY ∧
      CommutesWith T pauliZ := by
  rintro ⟨T, hT, hx, hy, hz⟩
  have h := trace_triple_real hT hx hy hz
  have h1 : (pauliX * pauliY * pauliZ).trace = 2 * Complex.I := by
    simp [pauliX, pauliY, pauliZ, Matrix.trace_fin_two]
    ring
  rw [h1] at h
  norm_num at h
```

Since σxσy = iσz and σz² = 1,

tr(σxσyσz) = tr(i·1) = 2i.

A common antiunitary would make this trace real, a contradiction. Lean computes the trace from the entries, and `norm_num` rejects the resulting claim that 2 = 0.

```lean
/-- Complex conjugation is an antiunitary that commutes with both `σx` and `σz`. -/
theorem conjugation_commutes_pauliX_pauliZ :
    IsAntiunitary (antiOp (1 : Matrix (Fin 2) (Fin 2) ℂ)) ∧
      CommutesWith (antiOp 1) pauliX ∧ CommutesWith (antiOp 1) pauliZ := by
  refine ⟨(isAntiunitary_iff _).2 ⟨1, one_mem _, rfl⟩, ?_, ?_⟩ <;>
    rw [commutesWith_antiOp_iff] <;> ext i j <;> fin_cases i <;> fin_cases j <;>
    simp [pauliX, pauliZ]
```

For U = 1 the commutation condition is conj(H) = H. It holds for σx and σz, whose entries are real, so this pair does share an antiunitary.

```lean
/-- The antiunitary `σy K` reverses the sign of all three Pauli matrices. -/
theorem spin_flip (ψ : Fin 2 → ℂ) :
    IsAntiunitary (antiOp pauliY) ∧
      antiOp pauliY (pauliX *ᵥ ψ) = -(pauliX *ᵥ antiOp pauliY ψ) ∧
      antiOp pauliY (pauliY *ᵥ ψ) = -(pauliY *ᵥ antiOp pauliY ψ) ∧
      antiOp pauliY (pauliZ *ᵥ ψ) = -(pauliZ *ᵥ antiOp pauliY ψ) := by
  refine ⟨(isAntiunitary_iff _).2 ⟨pauliY, mem_unitaryGroup_iff.2 ?_, rfl⟩, ?_, ?_, ?_⟩
  · ext i j
    fin_cases i <;> fin_cases j <;>
      simp [pauliY, Matrix.mul_apply, Fin.sum_univ_two, Matrix.star_apply]
  all_goals
    ext i
    fin_cases i <;>
      simp [antiOp, pauliX, pauliY, pauliZ, Matrix.mulVec, dotProduct, Fin.sum_univ_two]
  -- the `σy` components agree up to the order of the factors
  all_goals ring

end AntiunitarySymmetry
```

σy is unitary because σy† = σy and σy² = 1. The matrices σx and σz are real and anticommute with σy, while conj(σy) = −σy. For each a = x, y, z this gives

σy conj(σₐ) = −σₐσy,

and hence σyK(σₐψ) = −σₐ(σyKψ). This is spin-½ time reversal up to a phase: it reverses every spin component instead of commuting with them. Lean checks the identities component by component.

```lean
#print axioms AntiunitarySymmetry.exists_involutive_antiunitary
#print axioms AntiunitarySymmetry.no_antiunitary_commutes_pauli
#print axioms AntiunitarySymmetry.conjugation_commutes_pauliX_pauliZ
#print axioms AntiunitarySymmetry.spin_flip
```

```
'AntiunitarySymmetry.exists_involutive_antiunitary' depends on axioms: [propext, Classical.choice, Quot.sound]
'AntiunitarySymmetry.no_antiunitary_commutes_pauli' depends on axioms: [propext, Classical.choice, Quot.sound]
'AntiunitarySymmetry.conjugation_commutes_pauliX_pauliZ' depends on axioms: [propext, Classical.choice, Quot.sound]
'AntiunitarySymmetry.spin_flip' depends on axioms: [propext, Classical.choice, Quot.sound]
```
